# The position derivative of a one-dimensional muffin-tin integral is the sphere integral of the integrand's position derivative plus a difference of boundary jumps

## Cell, sphere and two integrands

The cell is a fixed interval [a, b]. An atom at position s carries a "sphere" of fixed radius R ≥ 0, which in one dimension is the closed interval [s − R, s + R]. The rest of the cell is the interstitial region.

Inside the sphere the integrand is f(x, s), which may depend on the atomic position. In the interstitial region it is g(x), which does not. Both are real-valued. The total is the integral of this piecewise integrand over the cell:

T(s) = ∫ₐᵇ [f(x, s) if |x − s| ≤ R, otherwise g(x)] dx

The derivative of f with respect to the atomic position, at fixed x, is written f′(x, s). The jump at a boundary point is always inside minus outside, f − g. Integrals are oriented, so exchanging the limits changes the sign.

## Where the integrand jumps in LAPW

In APW and LAPW methods, wavefunctions are expanded in atomic-like functions inside the spheres and in plane waves between them. Up to the angular-momentum cutoff, LAPW basis functions match in value and slope at the sphere boundary, but their second derivatives generally jump, and so does a kinetic-energy integrand of the form ψ∇²ψ. When an atom moves, its sphere boundary moves too, and such jumps contribute to the force. The result below isolates this contribution for one sphere in one dimension, with the interstitial function held fixed. If T is an energy, the corresponding force is −dT/ds.

## The derivative formula

Let f and f′ be continuous in both variables together, let g be continuous, and let the sphere lie strictly inside the cell: a < s − R and s + R < b. Then T is differentiable at s, and

dT/ds = ∫ f′(x, s) dx + [f(s + R, s) − g(s + R)] − [f(s − R, s) − g(s − R)]

with the integral running from s − R to s + R. A continuously differentiable f satisfies these conditions.

## Separating the moving layers

For t close enough to s, the displaced sphere still lies inside the cell, and

T(t) = ∫_{a}^{t−R} g(x) dx + ∫_{t−R}^{t+R} f(x, t) dx + ∫_{t+R}^{b} g(x) dx

Each integral is now referred to the boundaries at s:

∫_{a}^{t−R} g = ∫_{a}^{s−R} g + ∫_{s−R}^{t−R} g

∫_{t−R}^{t+R} f(x, t) dx = ∫_{s−R}^{s+R} f(x, t) dx + ∫_{s+R}^{t+R} f(x, t) dx − ∫_{s−R}^{t−R} f(x, t) dx

∫_{t+R}^{b} g = ∫_{s+R}^{b} g − ∫_{s+R}^{t+R} g

Adding them gives

T(t) = K + ∫_{s−R}^{s+R} f(x, t) dx + ∫_{s+R}^{t+R} [f(x, t) − g(x)] dx − ∫_{s−R}^{t−R} [f(x, t) − g(x)] dx

where K collects the two g integrals that do not depend on t.

**The fixed sphere.** The difference quotient [f(x, t) − f(x, s)]/(t − s) tends to f′(x, s). By the mean value theorem it is bounded by the maximum of |f′| over x in [s − R, s + R] and atomic positions in [s − 1, s + 1], when |t − s| ≤ 1. Dominated convergence therefore gives the derivative ∫ f′(x, s) dx.

**The layers.** Write J(x, t) = f(x, t) − g(x), and let c be R or −R. Given ε > 0, continuity supplies a δ > 0 such that J(x, t) differs from J(s + c, s) by less than ε whenever |x − s − c| < δ and |t − s| < δ. If |t − s| < δ, every x in the layer meets the first condition, so

|∫_{s+c}^{t+c} J(x, t) dx − (t − s) J(s + c, s)| ≤ ε |t − s|

The layer integral vanishes at t = s, so its derivative there is J(s + c, s). Taking c = R with a plus sign and c = −R with a minus sign completes the formula.

## Equal jumps and a rigid profile

The sphere integral of f′ alone is the derivative exactly when the two jumps are equal. They need not vanish.

If a profile φ is carried rigidly with the atom, f(x, s) = φ(x − s), then f′(x, s) = −φ′(x − s), and the sphere integral is φ(−R) − φ(R). This cancels the inside values in the jumps, leaving

dT/ds = g(s − R) − g(s + R)

The sphere's own contribution is constant; only the interstitial material covered and uncovered by the motion matters.

## Changing the radius, and a sphere touching the cell wall

The same layer argument treats a change of radius at fixed s, provided the functions f and g themselves do not depend on R. For R > 0 and a sphere strictly inside the cell, both boundaries move outwards and the jumps add:

dT/dR = [f(s + R, s) − g(s + R)] + [f(s − R, s) − g(s − R)]

The strict inequality s + R < b matters. Take f = 1, g = 0, R = 1, a = −5, b = 1 and s = 0, so that the sphere touches the right wall. For small t, T(t) = 2 when t ≤ 0, but T(t) = 2 − t when t > 0. The formula would give 0, while T has a kink and no derivative at 0.

## The statement in Lean

`integrand` and `total` are the piecewise integrand and T; the code comments call this use of one function inside the sphere and another outside the dual representation. The function `f` takes x first and the atomic position second; `Function.uncurry f` is the same function on pairs, so its continuity is joint continuity. In `hasDerivAt_total`, `hd` says that `f'` is the derivative of `f` in the atomic position, while `hR`, `ha` and `hb` place the sphere. The conclusion `HasDerivAt (total f g R a b) v s` means that T is differentiable at s with derivative v.

`hasDerivAt_total_of_contDiff` assumes instead that f is C¹ in both variables and writes the inside derivative as `deriv (f x) s`. `hasDerivAt_inside_iff` states the equal-jump criterion and `hasDerivAt_total_rigid` the result for a rigid profile. The radius formula and the example at the cell wall are not part of the Lean code.

The regularity assumptions hold on the whole line or plane, so f and g are taken to continue regularly beyond the regions where they are used. They also exclude an inside function with a cusp or a Coulomb singularity at the nucleus, as found in all-electron calculations with point nuclei. Three-dimensional surfaces, several atoms and an interstitial function that responds to the displacement are not covered.

```lean
import Mathlib

open MeasureTheory Filter Topology

namespace MovingMuffinTin

noncomputable section

/-- The integrand in the dual representation: `f x s` inside the sphere of radius `R`
about the atom at `s`, and `g x` in the interstitial region. -/
def integrand (f : ℝ → ℝ → ℝ) (g : ℝ → ℝ) (R s x : ℝ) : ℝ :=
  if |x - s| ≤ R then f x s else g x

/-- The integral of the dual representation over the fixed cell from `a` to `b`, as a
function of the atomic position `s`. -/
def total (f : ℝ → ℝ → ℝ) (g : ℝ → ℝ) (R a b s : ℝ) : ℝ :=
  ∫ x in a..b, integrand f g R s x

/-- A function that agrees with a continuous one in the interior of an interval is
integrable there and has the same integral. -/
theorem integral_eq_of_eq_interior {h k : ℝ → ℝ} (hk : Continuous k) {p q : ℝ}
    (hpq : p ≤ q) (e : ∀ x, p < x → x < q → h x = k x) :
    IntervalIntegrable h volume p q ∧ ∫ x in p..q, h x = ∫ x in p..q, k x := by
  have hq : ({q}ᶜ : Set ℝ) ∈ ae (volume : Measure ℝ) :=
    compl_mem_ae_iff.mpr (measure_singleton q)
  have hae : ∀ᵐ x ∂(volume : Measure ℝ), x ∈ Set.uIoc p q → h x = k x := by
    filter_upwards [hq] with x hx hm
    rw [Set.uIoc_of_le hpq] at hm
    exact e x hm.1 (lt_of_le_of_ne hm.2 (fun h => hx h))
  refine ⟨?_, intervalIntegral.integral_congr_ae hae⟩
  rw [intervalIntegrable_iff]
  have hi := intervalIntegrable_iff.mp (hk.intervalIntegrable (μ := volume) p q)
  exact Integrable.congr hi ((ae_restrict_iff' measurableSet_uIoc).mpr
    (hae.mono fun x hx hm => (hx hm).symm))

/-- For continuous `f` and `g` and a sphere of radius `R ≥ 0` inside the cell, the total is
the sum of the left interstitial, sphere and right interstitial integrals. -/
theorem total_split {f : ℝ → ℝ → ℝ} {g : ℝ → ℝ} {R a b s : ℝ}
    (hf : Continuous (Function.uncurry f)) (hg : Continuous g) (hR : 0 ≤ R)
    (ha : a ≤ s - R) (hb : s + R ≤ b) :
    total f g R a b s = (∫ x in a..(s - R), g x) + (∫ x in (s - R)..(s + R), f x s)
      + ∫ x in (s + R)..b, g x := by
  have hfs : Continuous (fun x => f x s) :=
    hf.comp (by fun_prop : Continuous fun x : ℝ => (x, s))
  obtain ⟨i1, e1⟩ := integral_eq_of_eq_interior (h := integrand f g R s) hg ha
    (fun x _ h2 => if_neg (fun h => by linarith [(abs_le.mp h).1]))
  obtain ⟨i2, e2⟩ := integral_eq_of_eq_interior (h := integrand f g R s) hfs
    (show s - R ≤ s + R by linarith)
    (fun x h1 h2 => if_pos (abs_le.mpr ⟨by linarith, by linarith⟩))
  obtain ⟨i3, e3⟩ := integral_eq_of_eq_interior (h := integrand f g R s) hg hb
    (fun x h1 _ => if_neg (fun h => by linarith [(abs_le.mp h).2]))
  unfold total
  rw [← intervalIntegral.integral_add_adjacent_intervals (i1.trans i2) i3,
    ← intervalIntegral.integral_add_adjacent_intervals i1 i2, e1, e2, e3]

/-- With the region of integration held fixed, the derivative passes under the integral,
provided `f` and its derivative `f'` in the atomic position are jointly continuous. -/
theorem hasDerivAt_fixed {f f' : ℝ → ℝ → ℝ} (hf : Continuous (Function.uncurry f))
    (hf' : Continuous (Function.uncurry f'))
    (hd : ∀ x t, HasDerivAt (f x) (f' x t) t) (p q s : ℝ) :
    HasDerivAt (fun t => ∫ x in p..q, f x t) (∫ x in p..q, f' x s) s := by
  have sec : ∀ {k : ℝ → ℝ → ℝ}, Continuous (Function.uncurry k) → ∀ t,
      Continuous (fun x => k x t) := fun hk t =>
    hk.comp (by fun_prop : Continuous fun x : ℝ => (x, t))
  -- a uniform bound on the derivative, by compactness
  obtain ⟨C, hC⟩ := ((isCompact_uIcc (a := p) (b := q)).prod
    (isCompact_Icc (a := s - 1) (b := s + 1))).exists_bound_of_continuousOn hf'.continuousOn
  exact (intervalIntegral.hasDerivAt_integral_of_dominated_loc_of_deriv_le
    (F := fun t x => f x t) (F' := fun t x => f' x t) (bound := fun _ => C)
    (Icc_mem_nhds (show s - 1 < s by linarith) (show s < s + 1 by linarith))
    (Eventually.of_forall fun t => (sec hf t).aestronglyMeasurable)
    ((sec hf s).intervalIntegrable p q)
    (sec hf' s).aestronglyMeasurable
    (Eventually.of_forall fun x hx t ht => hC (x, t) ⟨Set.uIoc_subset_uIcc hx, ht⟩)
    intervalIntegrable_const
    (Eventually.of_forall fun x _ t _ => hd x t)).2

/-- For jointly continuous `f`, the oriented integral of `f x t` over the layer from `s + c` to
`t + c`, as a function of `t`, has derivative `f (s + c) s` at `t = s`. -/
theorem hasDerivAt_layer {f : ℝ → ℝ → ℝ} (hf : Continuous (Function.uncurry f))
    (s c : ℝ) :
    HasDerivAt (fun t => ∫ x in (s + c)..(t + c), f x t) (f (s + c) s) s := by
  rw [hasDerivAt_iff_isLittleO, Asymptotics.isLittleO_iff]
  intro ε hε
  obtain ⟨δ, hδ, hclose⟩ :=
    Metric.continuousAt_iff.mp (hf.continuousAt (x := (s + c, s))) ε hε
  filter_upwards [Metric.ball_mem_nhds s hδ] with t ht
  have hft : Continuous (fun x => f x t) :=
    hf.comp (by fun_prop : Continuous fun x : ℝ => (x, t))
  have key : (∫ x in (s + c)..(t + c), (f x t - f (s + c) s))
      = (∫ x in (s + c)..(t + c), f x t) - (t - s) * f (s + c) s := by
    rw [intervalIntegral.integral_sub (hft.intervalIntegrable _ _) intervalIntegrable_const,
      intervalIntegral.integral_const, smul_eq_mul]
    ring
  -- in the layer the integrand differs from its boundary value by less than ε
  have bound : ‖∫ x in (s + c)..(t + c), (f x t - f (s + c) s)‖
      ≤ ε * |t + c - (s + c)| := by
    apply intervalIntegral.norm_integral_le_of_norm_le_const
    intro x hx
    have hts := abs_lt.mp (show |t - s| < δ from ht)
    have hxd : dist x (s + c) < δ := by
      rw [Real.dist_eq, abs_lt]
      rcases Set.mem_uIoc.mp hx with h | h <;> constructor <;> linarith [h.1, h.2, hts.1, hts.2]
    have h := hclose (x := (x, t)) (by rw [Prod.dist_eq]; exact max_lt hxd ht)
    rw [Real.dist_eq] at h
    exact h.le
  rw [key, add_sub_add_right_eq_sub] at bound
  simpa only [intervalIntegral.integral_same, sub_zero, smul_eq_mul, Real.norm_eq_abs]
    using bound

/-- For a sphere of radius `R ≥ 0` strictly inside the cell, with `f`, its derivative `f'` in
the atomic position, and `g` continuous, the derivative of the total is the sphere integral
of `f'` plus the jump `f - g` at `s + R` minus the jump at `s - R`. -/
theorem hasDerivAt_total {f f' : ℝ → ℝ → ℝ} {g : ℝ → ℝ} {R a b s : ℝ}
    (hf : Continuous (Function.uncurry f)) (hf' : Continuous (Function.uncurry f'))
    (hd : ∀ x t, HasDerivAt (f x) (f' x t) t) (hg : Continuous g) (hR : 0 ≤ R)
    (ha : a < s - R) (hb : s + R < b) :
    HasDerivAt (total f g R a b) ((∫ x in (s - R)..(s + R), f' x s)
      + (f (s + R) s - g (s + R)) - (f (s - R) s - g (s - R))) s := by
  have hJ : Continuous (Function.uncurry fun x t => f x t - g x) :=
    hf.sub (hg.comp continuous_fst)
  have h1 : HasDerivAt (fun t => ∫ x in (s + R)..(t + R), (f x t - g x))
      (f (s + R) s - g (s + R)) s := hasDerivAt_layer hJ s R
  have h2 : HasDerivAt (fun t => ∫ x in (s - R)..(t - R), (f x t - g x))
      (f (s - R) s - g (s - R)) s := by
    simpa only [← sub_eq_add_neg] using hasDerivAt_layer hJ s (-R)
  -- near s: constant + fixed sphere + layer gained on the right - layer lost on the left
  have hev : total f g R a b =ᶠ[𝓝 s] fun t =>
      ((∫ x in a..(s - R), g x) + ∫ x in (s + R)..b, g x)
        + (∫ x in (s - R)..(s + R), f x t)
        + (∫ x in (s + R)..(t + R), (f x t - g x))
        - ∫ x in (s - R)..(t - R), (f x t - g x) := by
    filter_upwards [Ioo_mem_nhds (show a + R < s by linarith) (show s < b - R by linarith)]
      with t ht
    have hft : Continuous (fun x => f x t) :=
      hf.comp (by fun_prop : Continuous fun x : ℝ => (x, t))
    have ig := fun p q => hg.intervalIntegrable (μ := volume) p q
    have jf := fun p q => hft.intervalIntegrable (μ := volume) p q
    rw [total_split hf hg hR (by linarith [ht.1]) (by linarith [ht.2]),
      intervalIntegral.integral_sub (jf _ _) (ig _ _),
      intervalIntegral.integral_sub (jf _ _) (ig _ _)]
    have e1 := intervalIntegral.integral_add_adjacent_intervals (ig a (s - R)) (ig _ (t - R))
    have e2 := intervalIntegral.integral_add_adjacent_intervals (ig (s + R) (t + R)) (ig _ b)
    have e3 := intervalIntegral.integral_add_adjacent_intervals
      (jf (s - R) (t - R)) (jf _ (t + R))
    have e4 := intervalIntegral.integral_add_adjacent_intervals
      (jf (s - R) (s + R)) (jf _ (t + R))
    linarith
  exact ((((hasDerivAt_fixed hf hf' hd (s - R) (s + R) s).const_add _).fun_add h1).fun_sub
    h2).congr_of_eventuallyEq hev

/-- The same formula for a continuously differentiable `f` of both variables, a continuous
`g` and a sphere of radius `R ≥ 0` strictly inside the cell. -/
theorem hasDerivAt_total_of_contDiff {f : ℝ → ℝ → ℝ} {g : ℝ → ℝ} {R a b s : ℝ}
    (hf : ContDiff ℝ 1 (Function.uncurry f)) (hg : Continuous g) (hR : 0 ≤ R)
    (ha : a < s - R) (hb : s + R < b) :
    HasDerivAt (total f g R a b) ((∫ x in (s - R)..(s + R), deriv (f x) s)
      + (f (s + R) s - g (s + R)) - (f (s - R) s - g (s - R))) s := by
  have hd : ∀ x t, HasDerivAt (f x) (fderiv ℝ (Function.uncurry f) (x, t) (0, 1)) t := by
    intro x t
    have h1 := (hf.differentiable (by simp) (x, t)).hasFDerivAt
    have h2 : HasDerivAt (fun u : ℝ => (x, u)) ((0 : ℝ), (1 : ℝ)) t :=
      (hasDerivAt_const t x).prodMk (hasDerivAt_id t)
    exact HasFDerivAt.comp_hasDerivAt (f := fun u : ℝ => (x, u)) t h1 h2
  have hc : Continuous (Function.uncurry fun x t => deriv (f x) t) := by
    have e : (Function.uncurry fun x t => deriv (f x) t)
        = fun p => fderiv ℝ (Function.uncurry f) p (0, 1) :=
      funext fun p => (hd p.1 p.2).deriv
    rw [e]
    exact (hf.continuous_fderiv (by simp)).clm_apply continuous_const
  exact hasDerivAt_total hf.continuous hc
    (fun x t => (hd x t).differentiableAt.hasDerivAt) hg hR ha hb

/-- Under the hypotheses of `hasDerivAt_total`, the sphere integral of `f'` alone is the
derivative of the total exactly when the jumps `f - g` at the two boundary points agree. -/
theorem hasDerivAt_inside_iff {f f' : ℝ → ℝ → ℝ} {g : ℝ → ℝ} {R a b s : ℝ}
    (hf : Continuous (Function.uncurry f)) (hf' : Continuous (Function.uncurry f'))
    (hd : ∀ x t, HasDerivAt (f x) (f' x t) t) (hg : Continuous g) (hR : 0 ≤ R)
    (ha : a < s - R) (hb : s + R < b) :
    HasDerivAt (total f g R a b) (∫ x in (s - R)..(s + R), f' x s) s ↔
      f (s + R) s - g (s + R) = f (s - R) s - g (s - R) := by
  have h := hasDerivAt_total hf hf' hd hg hR ha hb
  constructor
  · intro h0
    linarith [h0.unique h]
  · intro hj
    exact h.congr_deriv (by linarith)

/-- If the inside function is a continuously differentiable profile `φ` carried rigidly with
the atom, `g` is continuous and the sphere of radius `R ≥ 0` is strictly inside the cell, the
derivative of the total is `g (s - R) - g (s + R)`. -/
theorem hasDerivAt_total_rigid {φ φ' g : ℝ → ℝ} {R a b s : ℝ}
    (hφ : ∀ y, HasDerivAt φ (φ' y) y) (hφ' : Continuous φ') (hg : Continuous g)
    (hR : 0 ≤ R) (ha : a < s - R) (hb : s + R < b) :
    HasDerivAt (total (fun x t => φ (x - t)) g R a b) (g (s - R) - g (s + R)) s := by
  have hc : Continuous φ := continuous_iff_continuousAt.mpr fun y => (hφ y).continuousAt
  have h := hasDerivAt_total (f := fun x t => φ (x - t)) (f' := fun x t => -φ' (x - t))
    (hc.comp (continuous_fst.sub continuous_snd))
    (hφ'.comp (continuous_fst.sub continuous_snd)).neg
    (fun x t => (hφ (x - t)).comp_const_sub x t) hg hR ha hb
  -- the sphere integral is a boundary term that cancels the inside values
  have hi : (∫ x in (s - R)..(s + R), -φ' (x - s)) = -φ (s + R - s) - -φ (s - R - s) :=
    intervalIntegral.integral_eq_sub_of_hasDerivAt (f := fun x => -φ (x - s))
      (fun x _ => ((hφ (x - s)).comp_sub_const x s).fun_neg)
      ((by fun_prop : Continuous fun x => -φ' (x - s)).intervalIntegrable _ _)
  refine h.congr_deriv ?_
  show (∫ x in (s - R)..(s + R), -φ' (x - s)) + (φ (s + R - s) - g (s + R))
    - (φ (s - R - s) - g (s - R)) = g (s - R) - g (s + R)
  rw [hi]
  ring

end

end MovingMuffinTin
```

```lean
#print axioms MovingMuffinTin.hasDerivAt_total_of_contDiff
#print axioms MovingMuffinTin.hasDerivAt_inside_iff
#print axioms MovingMuffinTin.hasDerivAt_total_rigid
```

```
'MovingMuffinTin.hasDerivAt_total_of_contDiff' depends on axioms: [propext, Classical.choice, Quot.sound]
'MovingMuffinTin.hasDerivAt_inside_iff' depends on axioms: [propext, Classical.choice, Quot.sound]
'MovingMuffinTin.hasDerivAt_total_rigid' depends on axioms: [propext, Classical.choice, Quot.sound]
```

## From single points to the full derivative

`integral_eq_of_eq_interior` shows that endpoint values affect neither integrability nor the integral. `total_split` applies it to the three regions, where the integrand agrees with g, f and g respectively away from the endpoints, and joins the integrals.

`hasDerivAt_fixed` obtains the bound `C` from compactness and passes it to Mathlib's theorem on differentiating a dominated integral. `hasDerivAt_layer` is the ε–δ estimate: `key` subtracts the constant boundary value, and `bound` controls the remainder.

In `hasDerivAt_total`, `h1` and `h2` are the right and left layer derivatives. The statement `hev` is the decomposition of T(t) near s; `e1` to `e4` are the interval identities behind it, and `linarith` combines them. The derivatives of the pieces are then added and transferred to T, which agrees with the decomposition near s.

For the C¹ version, the position derivative is the full derivative of f applied to the direction (0, 1), which makes it jointly continuous. The equal-jump criterion follows from uniqueness of derivatives. In the rigid case, `hi` evaluates the sphere integral by the fundamental theorem of calculus, and `ring` carries out the cancellation.
